# Inverse-power sums over particles with a minimum distance are uniformly bounded when the exponent exceeds the dimension

If the interaction of one particle with all the others could grow without limit as particles are added, the energy per particle could keep changing with the size of the sample, and a larger simulation box need not bring it closer to a bulk value. This does happen for like charges at fixed density with an unscreened $1/r$ repulsion in three dimensions. For a $1/r^6$ attraction between atoms that cannot come too close, I expect the sum at each atom to stay below a bound that depends neither on the number of atoms nor on their arrangement. The usual argument replaces the sum by an integral over a uniform density, but a disordered or clustered configuration need not have a uniform density. Can the bound be proved for every arrangement with a given minimum distance, and checked by machine?

## Giving each neighbour its own ball

Yes. The minimum distance limits how many particles fit into any bounded region, and that replaces the assumption of uniform density.

Let $x_i$ be the positions of $N$ particles in $d$-dimensional space, with $|x_i-x_j|\ge 1$ for $i\ne j$, and let $s>d$. Fix $i$. Around each neighbour $x_j$ draw the open ball $B_j$ of radius $1/2$. For $z\in B_j$ the triangle inequality gives

$$1+|z-x_i| \le |x_i-x_j|+\tfrac32 \le \tfrac52\,|x_i-x_j|,$$

where the last step uses $|x_i-x_j|\ge 1$. Raising to the power $-s$ reverses the inequality:

$$(5/2)^{-s}\,|x_i-x_j|^{-s} \le (1+|z-x_i|)^{-s}.$$

Now integrate over $B_j$, whose volume $V$ is the same for every $j$, and sum over $j\neq i$. The balls do not overlap, because their centres are at least 1 apart, so the integrals add up to at most the integral over all space:

$$(5/2)^{-s}\,V\sum_{j\ne i}|x_i-x_j|^{-s} \le \int (1+|z-x_i|)^{-s}\,dz = \int (1+|z|)^{-s}\,dz.$$

For $d\ge1$ the right-hand side is a constant times $\int_0^\infty r^{d-1}(1+r)^{-s}\,dr$. The integrand falls off as $r^{d-1-s}$, so the integral is finite for $s>d$. (For $d=0$ there is only one point and the sum is empty.) This gives the bound

$$C=\frac{(5/2)^s}{V}\int(1+|z|)^{-s}\,dz.$$

If the minimum distance is $a>0$, the positions $x_i/a$ have minimum distance 1. Each term satisfies $|x_i-x_j|^{-s}=a^{-s}\,|x_i/a-x_j/a|^{-s}$, so the sum is at most $C a^{-s}$.

For a pair potential $v$ with $|v(r)|\le A r^{-s}$ at all $r\ge a$, the total energy $U$ then obeys

$$|U| \le \frac12\sum_i\sum_{j\ne i}|v(|x_i-x_j|)| \le \frac12 A\,C a^{-s}\,N.$$

In one dimension the condition $s>1$ is sharp. In a chain at $0,1,\dots,n$, the end particle has the sum $\sum_{k=0}^{n-1}(k+1)^{-s}$. For $s\le1$ each term is at least $1/(k+1)$, and the harmonic series diverges.

## Configurations, distances and the order of the constants

In the Lean file a configuration is a map `x : Fin N → E`, with particles numbered from 0. `Separated a x` is the minimum-distance condition, `siteSum s x i` is the sum seen by particle `i` with the particle itself left out, and `pairEnergy v x` counts each pair once through the factor `1 / 2`.

The space `E` is any finite-dimensional real normed space, and `finrank ℝ E` is its dimension. In `siteSum_bounded`, `C` is chosen before the minimum distance `a > 0`, the number `N`, the configuration and the particle, so it can depend only on the space and on `s`. `euclidean_uniform_bound` states the case $a=1$ for finite sets of points in `EuclideanSpace ℝ (Fin d)`, with the ordinary Euclidean distance.

In `pairEnergy_extensive`, `a` stands for the size of the repulsive core that keeps atoms apart, and `A` is a bound on $r^s|v(r)|$ at all $r\ge a$. For a pure $-C_6/r^6$ attraction, `A` can be the dispersion coefficient $C_6$; a repulsion that is still strong just above `a` can require a larger value. The potential is unrestricted below `a`. The minimum distance is assumed and not derived from the forces; a soft core makes close approaches rare but does not forbid them.

The particles are classical points and their number is finite. The theorems state that a constant exists without giving its value, and `chain_unbounded` concerns the line only. Despite its name, `pairEnergy_extensive` bounds the energy per particle but does not show that it approaches a limit as the system grows.

```lean
import Mathlib

open MeasureTheory Metric Module

namespace SeparatedParticles

noncomputable section

variable {E : Type*} [NormedAddCommGroup E]

/-- Any two different particles of the configuration `x` are at least a distance `a` apart. -/
def Separated {N : ℕ} (a : ℝ) (x : Fin N → E) : Prop :=
  ∀ i j, i ≠ j → a ≤ ‖x i - x j‖

/-- The sum of `r ^ (-s)` over the distances `r` from particle `i` to all other particles. -/
def siteSum {N : ℕ} (s : ℝ) (x : Fin N → E) (i : Fin N) : ℝ :=
  ∑ j ∈ Finset.univ.erase i, ‖x i - x j‖ ^ (-s)

/-- The total energy of a configuration with pair potential `v`, each pair counted once. -/
def pairEnergy {N : ℕ} (v : ℝ → ℝ) (x : Fin N → E) : ℝ :=
  (1 / 2) * ∑ i, ∑ j ∈ Finset.univ.erase i, v ‖x i - x j‖

/-- The chain of `n + 1` particles at the positions `0, 1, ..., n` on the line. -/
def chain (n : ℕ) : Fin (n + 1) → ℝ := fun k => ((k : ℕ) : ℝ)

/-- For `s ≥ 0`, within a ball of radius 1/2 about a point `y` at distance at least 1 from `x`, the
profile `(1 + ‖z - x‖) ^ (-s)` is at least `(5 / 2) ^ (-s)` times `‖x - y‖ ^ (-s)`. -/
theorem profile_lower_bound {s : ℝ} (hs : 0 ≤ s) {x y z : E} (hxy : 1 ≤ ‖x - y‖)
    (hz : z ∈ ball y (1 / 2)) :
    (5 / 2 : ℝ) ^ (-s) * ‖x - y‖ ^ (-s) ≤ (1 + ‖z - x‖) ^ (-s) := by
  rw [← Real.mul_rpow (by norm_num) (norm_nonneg _)]
  have h1 : ‖z - y‖ < 1 / 2 := by rwa [mem_ball, dist_eq_norm] at hz
  have h2 := norm_sub_le_norm_sub_add_norm_sub z y x
  rw [norm_sub_rev y x] at h2
  exact Real.rpow_le_rpow_of_nonpos (by positivity) (by linarith) (by linarith)

variable [NormedSpace ℝ E]

/-- For `s` above the dimension of space, the inverse-power sums of all configurations with
mutual distances at least 1 have a common bound. -/
theorem siteSum_bounded_unit [FiniteDimensional ℝ E] {s : ℝ} (hs : (finrank ℝ E : ℝ) < s) :
    ∃ C : ℝ, ∀ (N : ℕ) (x : Fin N → E), Separated 1 x → ∀ i, siteSum s x i ≤ C := by
  let _ : MeasurableSpace E := borel E
  have _ : BorelSpace E := ⟨rfl⟩
  let μ : Measure E := Measure.addHaar
  have hs0 : 0 ≤ s := (Nat.cast_nonneg _).trans hs.le
  obtain ⟨V, hVdef⟩ : ∃ V : ℝ, V = μ.real (ball (0 : E) (1 / 2)) := ⟨_, rfl⟩
  have hV : 0 < V := by
    rw [hVdef]
    exact ENNReal.toReal_pos (measure_ball_pos μ 0 (by norm_num)).ne' measure_ball_lt_top.ne
  -- the profile is integrable because `s` exceeds the dimension
  have hint : Integrable (fun z : E => (1 + ‖z‖) ^ (-s)) μ := integrable_one_add_norm hs
  refine ⟨(∫ z, (1 + ‖z‖) ^ (-s) ∂μ) / ((5 / 2 : ℝ) ^ (-s) * V), fun N x hx i => ?_⟩
  rw [le_div_iff₀ (by positivity)]
  have hg : Integrable (fun z : E => (1 + ‖z - x i‖) ^ (-s)) μ := hint.comp_sub_right (x i)
  -- each neighbour is paid for by the integral over its own ball
  have hball : ∀ j ∈ Finset.univ.erase i, ‖x i - x j‖ ^ (-s) * ((5 / 2 : ℝ) ^ (-s) * V) ≤
      ∫ z in ball (x j) (1 / 2), (1 + ‖z - x i‖) ^ (-s) ∂μ := by
    intro j hj
    have hij := hx i j (Finset.ne_of_mem_erase hj).symm
    have hvol : μ.real (ball (x j) (1 / 2)) = V := by
      rw [hVdef, Measure.real, Measure.real, Measure.addHaar_ball_center]
    calc _ = ∫ _z in ball (x j) (1 / 2), (5 / 2 : ℝ) ^ (-s) * ‖x i - x j‖ ^ (-s) ∂μ := by
          rw [setIntegral_const, hvol, smul_eq_mul]; ring
      _ ≤ _ := setIntegral_mono_on (integrableOn_const measure_ball_lt_top.ne)
          hg.integrableOn measurableSet_ball (fun z hz => profile_lower_bound hs0 hij hz)
  -- the balls do not overlap
  have hdisj : Set.Pairwise (↑(Finset.univ.erase i) : Set (Fin N))
      (Function.onFun Disjoint fun j => ball (x j) (1 / 2)) := by
    intro j _ k _ hjk
    apply ball_disjoint_ball
    rw [dist_eq_norm]
    linarith [hx j k hjk]
  calc siteSum s x i * ((5 / 2 : ℝ) ^ (-s) * V)
      ≤ ∑ j ∈ Finset.univ.erase i,
          ∫ z in ball (x j) (1 / 2), (1 + ‖z - x i‖) ^ (-s) ∂μ := by
        rw [siteSum, Finset.sum_mul]
        exact Finset.sum_le_sum hball
    _ = ∫ z in ⋃ j ∈ Finset.univ.erase i, ball (x j) (1 / 2), (1 + ‖z - x i‖) ^ (-s) ∂μ :=
        (integral_biUnion_finset _ (fun _ _ => measurableSet_ball) hdisj
          (fun _ _ => hg.integrableOn)).symm
    _ ≤ ∫ z, (1 + ‖z - x i‖) ^ (-s) ∂μ :=
        setIntegral_le_integral hg (Filter.Eventually.of_forall fun z => by
          show (0 : ℝ) ≤ (1 + ‖z - x i‖) ^ (-s)
          positivity)
    _ = ∫ z, (1 + ‖z‖) ^ (-s) ∂μ :=
        integral_sub_right_eq_self (fun z : E => (1 + ‖z‖) ^ (-s)) (x i)

/-- For `s` above the dimension of space there is one constant `C` such that every configuration
with minimum distance `a` has inverse-power sums at most `C * a ^ (-s)`. -/
theorem siteSum_bounded [FiniteDimensional ℝ E] {s : ℝ} (hs : (finrank ℝ E : ℝ) < s) :
    ∃ C : ℝ, ∀ a : ℝ, 0 < a → ∀ (N : ℕ) (x : Fin N → E), Separated a x →
      ∀ i, siteSum s x i ≤ C * a ^ (-s) := by
  obtain ⟨C, hC⟩ := siteSum_bounded_unit (E := E) hs
  refine ⟨C, fun a ha N x hx i => ?_⟩
  -- measure all lengths in units of `a`
  have hn : ∀ j k, ‖a⁻¹ • x j - a⁻¹ • x k‖ = a⁻¹ * ‖x j - x k‖ := fun j k => by
    rw [← smul_sub, norm_smul, Real.norm_of_nonneg (inv_pos.mpr ha).le]
  have hsep : Separated 1 (fun j => a⁻¹ • x j) := fun j k hjk => by
    rw [hn, ← inv_mul_cancel₀ ha.ne']
    exact mul_le_mul_of_nonneg_left (hx j k hjk) (inv_pos.mpr ha).le
  have hscale : siteSum s x i = siteSum s (fun j => a⁻¹ • x j) i * a ^ (-s) := by
    rw [siteSum, siteSum, Finset.sum_mul]
    refine Finset.sum_congr rfl fun j _ => ?_
    rw [hn, ← Real.mul_rpow (by positivity) ha.le]
    congr 1
    field_simp
  rw [hscale]
  exact mul_le_mul_of_nonneg_right (hC N _ hsep i) (by positivity)

open scoped Classical in
/-- For `s > d` there is a constant `C` such that in every finite set of points of Euclidean
`d`-space with mutual distances at least 1, the sum of `‖p - q‖ ^ (-s)` over the other
points `q` is at most `C` for each point `p`. -/
theorem euclidean_uniform_bound (d : ℕ) {s : ℝ} (hs : (d : ℝ) < s) :
    ∃ C : ℝ, ∀ S : Finset (EuclideanSpace ℝ (Fin d)),
      (∀ p ∈ S, ∀ q ∈ S, p ≠ q → 1 ≤ ‖p - q‖) →
      ∀ p ∈ S, ∑ q ∈ S.erase p, ‖p - q‖ ^ (-s) ≤ C := by
  obtain ⟨C, hC⟩ := siteSum_bounded_unit (E := EuclideanSpace ℝ (Fin d)) (s := s)
    (by rwa [finrank_euclideanSpace_fin])
  refine ⟨C, fun S hS p hp => ?_⟩
  have hs0 : -s ≠ 0 := by
    have : (0 : ℝ) ≤ d := Nat.cast_nonneg d
    have hneg : -s < 0 := by linarith
    exact hneg.ne
  -- number the points of the set
  let e := S.equivFin.symm
  have h := hC S.card (fun k => (e k : EuclideanSpace ℝ (Fin d)))
    (fun j k hjk => hS _ (e j).2 _ (e k).2 fun h => hjk (e.injective (Subtype.ext h)))
    (e.symm ⟨p, hp⟩)
  rw [siteSum, Finset.sum_erase _ (by simp [Real.zero_rpow hs0])] at h
  simp only [Equiv.apply_symm_apply] at h
  rw [Equiv.sum_comp e (fun q : S => ‖p - (q : EuclideanSpace ℝ (Fin d))‖ ^ (-s)),
    Finset.sum_coe_sort S (fun q => ‖p - q‖ ^ (-s))] at h
  rwa [Finset.sum_erase _ (by simp [Real.zero_rpow hs0])]

/-- If a pair potential is at most `A * r ^ (-s)` in absolute value for all `r ≥ a`, where `a > 0`
and `s` is above the dimension, then the energy of `N` particles with minimum distance `a` is at
most `B * N` in absolute value, with `B` independent of `N` and of the configuration. -/
theorem pairEnergy_extensive [FiniteDimensional ℝ E] {s a A : ℝ}
    (hs : (finrank ℝ E : ℝ) < s) (ha : 0 < a) {v : ℝ → ℝ}
    (hv : ∀ r, a ≤ r → |v r| ≤ A * r ^ (-s)) :
    ∃ B : ℝ, ∀ (N : ℕ) (x : Fin N → E), Separated a x → |pairEnergy v x| ≤ B * N := by
  obtain ⟨C, hC⟩ := siteSum_bounded (E := E) hs
  have hA : 0 ≤ A :=
    nonneg_of_mul_nonneg_left ((abs_nonneg _).trans (hv a le_rfl)) (Real.rpow_pos_of_pos ha _)
  refine ⟨(1 / 2) * (A * (C * a ^ (-s))), fun N x hx => ?_⟩
  -- the energy felt by one particle is at most `A` times the bound on its inverse-power sum
  have hsite : ∀ i, |∑ j ∈ Finset.univ.erase i, v ‖x i - x j‖| ≤ A * (C * a ^ (-s)) := by
    intro i
    refine (Finset.abs_sum_le_sum_abs _ _).trans (le_trans ?_
      (mul_le_mul_of_nonneg_left (hC a ha N x hx i) hA))
    rw [siteSum, Finset.mul_sum]
    exact Finset.sum_le_sum fun j hj => hv _ (hx i j (Finset.ne_of_mem_erase hj).symm)
  have hsum := (Finset.abs_sum_le_sum_abs (fun i => ∑ j ∈ Finset.univ.erase i, v ‖x i - x j‖)
    Finset.univ).trans (Finset.sum_le_sum fun i _ => hsite i)
  rw [Finset.sum_const, Finset.card_univ, Fintype.card_fin, nsmul_eq_mul] at hsum
  rw [pairEnergy, abs_mul, abs_of_pos (by norm_num : (0 : ℝ) < 1 / 2)]
  linarith

/-- On the line, for `s ≤ 1` and any given `C`, there is a chain with unit spacing whose mutual
distances are at least 1 and whose inverse-power sum at the end particle `0` exceeds `C`. -/
theorem chain_unbounded {s : ℝ} (hs : s ≤ 1) (C : ℝ) :
    ∃ n : ℕ, Separated 1 (chain n) ∧ C < siteSum s (chain n) 0 := by
  obtain ⟨n, hn⟩ := (Real.tendsto_sum_range_one_div_nat_succ_atTop.eventually_gt_atTop C).exists
  refine ⟨n, fun i j hij => ?_, hn.trans_le ?_⟩
  · have h : ((i : ℕ) : ℤ) - ((j : ℕ) : ℤ) ≠ 0 := fun h => hij (Fin.ext (by omega))
    have h1 := Int.one_le_abs h
    rw [Real.norm_eq_abs, chain, chain]
    exact_mod_cast h1
  · have h1 := Finset.add_sum_erase Finset.univ
      (fun j => ‖chain n 0 - chain n j‖ ^ (-s)) (Finset.mem_univ 0)
    rw [Fin.sum_univ_succ] at h1
    rw [siteSum, add_left_cancel h1, ← Fin.sum_univ_eq_sum_range (fun k => 1 / ((k : ℝ) + 1)) n]
    -- compare with the harmonic series term by term
    refine Finset.sum_le_sum fun k _ => ?_
    have hk : ‖chain n 0 - chain n k.succ‖ = ((k : ℕ) : ℝ) + 1 := by
      rw [norm_sub_rev, Real.norm_eq_abs, chain, chain, Fin.val_zero, Fin.val_succ]
      push_cast
      rw [sub_zero, abs_of_nonneg (by positivity)]
    rw [hk, one_div, ← Real.rpow_neg_one]
    exact Real.rpow_le_rpow_of_exponent_le
      (by linarith [Nat.cast_nonneg (α := ℝ) (k : ℕ)]) (by linarith)

end

end SeparatedParticles
```

```lean
#print axioms SeparatedParticles.siteSum_bounded
#print axioms SeparatedParticles.euclidean_uniform_bound
#print axioms SeparatedParticles.pairEnergy_extensive
#print axioms SeparatedParticles.chain_unbounded
```

```
'SeparatedParticles.siteSum_bounded' depends on axioms: [propext, Classical.choice, Quot.sound]
'SeparatedParticles.euclidean_uniform_bound' depends on axioms: [propext, Classical.choice, Quot.sound]
'SeparatedParticles.pairEnergy_extensive' depends on axioms: [propext, Classical.choice, Quot.sound]
'SeparatedParticles.chain_unbounded' depends on axioms: [propext, Classical.choice, Quot.sound]
```

## From one ball to the total energy

`profile_lower_bound` is the pointwise estimate on a single ball. It merges the two powers on the left with `Real.mul_rpow`, applies the triangle inequality, and uses the fact that a power with a non-positive exponent decreases.

`siteSum_bounded_unit` carries out the integration. Volume is a Haar measure, which is Lebesgue measure up to a constant factor, and that factor cancels in $C$. The finiteness of the integral comes from `integrable_one_add_norm`, which is where $s>d$ enters. The step `hball` integrates the pointwise estimate over one ball, and `hdisj` shows that the balls are disjoint. The final `calc` follows the derivation: sum the estimates, combine the integrals into one over the union of the balls, enlarge the region to all space, and shift the origin to remove $x_i$.

`siteSum_bounded` rescales the positions by `a⁻¹`. Its step `hsep` checks that the new minimum distance is 1, and `hscale` extracts the factor `a ^ (-s)`.

`euclidean_uniform_bound` numbers the points of the set and applies the unit-distance theorem. To pass between the two ways of summing, it temporarily restores the self-term, which is harmless because Lean evaluates `0 ^ (-s)` as 0 when `s` is nonzero.

`pairEnergy_extensive` applies the triangle inequality for sums twice, first over the neighbours of one particle (`hsite`) and then over all particles (`hsum`). `chain_unbounded` takes from the divergence of the harmonic series an `n` whose partial sum exceeds `C`, and then compares the two sums term by term.

## Infinite configurations and cutoffs

The same physics could be modelled with an infinite set of points, such as a complete crystal. The theorem would then have to state that the series converges as well as bound its value. Both follow from the finite version: the terms are non-negative and all finite partial sums lie below the same $C$. The finite form has the advantage of applying directly to a cluster or to the contents of a simulation box without its periodic images.

In many molecular dynamics codes the sum appears as a loop over neighbours within a cutoff $r_c$, sometimes followed by a tail correction. For an attraction $-C_6/r^6$ in three dimensions, with $C_6$ the dispersion coefficient and uniform number density $\rho$ beyond the cutoff, the correction per particle is

$$\frac12\,\rho\int_{r_c}^{\infty}\left(-\frac{C_6}{r^6}\right)4\pi r^2\,dr = -\frac{2\pi\rho\,C_6}{3r_c^3}.$$

The integral converges because $6>3$, the same condition as in the theorem. The uniform density is an approximation that supplies the value of the correction; the bound on the full sum needs only the minimum distance.

For classical point particles with a minimum distance, the result therefore covers dispersion-type tails in three dimensions but not the Coulomb ($s=1$) or dipolar ($s=3$) power. In a neutral ionic crystal, for example, the Coulomb terms have both signs and partly cancel, which a bound on absolute values cannot see. In periodic systems Coulomb and dipolar sums are commonly treated by Ewald summation.
